# Split charges reach every neutral charge distribution exactly when the bonds connect all atoms

**Q:** Which charges do you mean, and with which signs?

**A:** The atomic charge q_v is the partial charge on atom v. The bond charge p_e is the charge moved along bond e, from its source to its target. Split-charge equilibration, taken here without its usual bond hardness, minimises the energy over p; neutral electronegativity equalisation minimises it over all q with total charge zero. The problem is when the restriction to bonds makes a difference.

```lean
import Mathlib

open Matrix

namespace SplitCharge

noncomputable section

/-- A network of atoms `V` and oriented bonds `E`: each bond has a source and a target atom. -/
structure BondNetwork (V E : Type*) where
  /-- The atom that a positive bond charge leaves. -/
  src : E → V
  /-- The atom that a positive bond charge enters. -/
  tgt : E → V
```

Both sets, atoms `V` and bonds `E`, are finite. Write T(a,b) for the charge change when one unit moves from a to b: −1 on a, +1 on b, and zero everywhere if a = b.

```lean
variable {V E : Type*} [Fintype V] [DecidableEq V] [Fintype E]

/-- The change of the atomic charges when one unit of charge moves from atom `a` to atom `b`. -/
def transfer (a b : V) : V → ℝ :=
  fun v => (if v = b then (1 : ℝ) else 0) - (if v = a then (1 : ℝ) else 0)
```

The vectors T(a,b) that belong to the bonds, with a the source and b the target, are the columns of the incidence matrix B, so q = Bp. Another notation is q_i = Σ_j p_ij with p_ij = −p_ji; here each bond has a single variable.

```lean
/-- The oriented incidence matrix `B`: each column moves a unit charge along one bond. -/
def BondNetwork.incidence (N : BondNetwork V E) : Matrix V E ℝ :=
  fun v e => transfer (N.src e) (N.tgt e) v
```

**Q:** Charge can flow either way along a bond. Does your graph know that?

**A:** Yes. `SimpleGraph.fromRel` forgets the orientation, merges parallel bonds and ignores a bond from an atom to itself, which moves no charge anyway.

```lean
/-- The bond graph: two distinct atoms are adjacent when some bond joins them. -/
def BondNetwork.graph (N : BondNetwork V E) : SimpleGraph V :=
  SimpleGraph.fromRel (fun a b => ∃ e, N.src e = a ∧ N.tgt e = b)
```

The reachable charges form the range of B, called `accessible`. A "fragment" is a connected component of the bond graph, not a chemist's choice of subunit; `N.fragment a` is the vector F_a that equals 1 on the component of a and 0 elsewhere.

```lean
/-- The space of atomic charges `B p` produced by all bond charges `p`. -/
def BondNetwork.accessible (N : BondNetwork V E) : Submodule ℝ (V → ℝ) :=
  LinearMap.range N.incidence.mulVecLin

open Classical in
/-- The indicator of the connected fragment that contains atom `a`. -/
def BondNetwork.fragment (N : BondNetwork V E) (a : V) : V → ℝ :=
  fun v => if N.graph.Reachable a v then 1 else 0
```

**Q:** And the energy?

**A:** It is quadratic, at fixed geometry (E(q) is the energy, while `E` in the code is the set of bonds):

E(q) = χ·q + ½ q·Jq

The vector χ holds the electronegativities. The diagonal of J holds atomic hardnesses, and its other entries can hold Coulomb couplings.

```lean
/-- The charge energy `χ·q + q·Jq/2` with electronegativities `χ` and hardness matrix `J`. -/
def energy (χ : V → ℝ) (J : Matrix V V ℝ) (q : V → ℝ) : ℝ :=
  χ ⬝ᵥ q + (1 / 2) * (q ⬝ᵥ J *ᵥ q)
```

The two infima run over all p and over all zero-sum q. They are taken in the extended reals, so an energy unbounded below has infimum −∞.

```lean
/-- The infimum, in the extended reals, of the energy over all bond charges,
without bond hardness. -/
def BondNetwork.splitInf (N : BondNetwork V E) (χ : V → ℝ) (J : Matrix V V ℝ) : EReal :=
  ⨅ p : E → ℝ, ((energy χ J (N.incidence *ᵥ p) : ℝ) : EReal)

/-- The infimum, in the extended reals, of the energy over all atomic charges of total zero. -/
def neutralInf (χ : V → ℝ) (J : Matrix V V ℝ) : EReal :=
  ⨅ q : {q : V → ℝ // ∑ v, q v = 0}, ((energy χ J q.1 : ℝ) : EReal)
```

**Q:** Why should bonds restrict anything beyond the total charge?

**A:** Pair the charges with a potential f. A single transfer gives

Σ_v f_v T(a,b)_v = f_b − f_a

and summing over bonds gives

f·Bp = Σ_e (f_tgt(e) − f_src(e)) p_e

```lean
/-- Moving a unit charge from `a` to `b` in a potential `f` costs the potential difference. -/
theorem sum_mul_transfer (f : V → ℝ) (a b : V) :
    ∑ v, f v * transfer a b v = f b - f a := by
  simp [transfer, mul_sub, Finset.sum_sub_distrib]

/-- The energy of the charges `B p` in a potential `f` is the sum over bonds of
potential difference times bond charge. -/
theorem dotProduct_incidence (N : BondNetwork V E) (f : V → ℝ) (p : E → ℝ) :
    f ⬝ᵥ (N.incidence *ᵥ p) = ∑ e, (f (N.tgt e) - f (N.src e)) * p e := by
  rw [Matrix.dotProduct_mulVec]
  change ∑ e, (∑ v, f v * transfer (N.src e) (N.tgt e) v) * p e = _
  simp only [sum_mul_transfer]
```

Now take f = F_a. Both ends of a bond lie in the same fragment, so every difference vanishes and F_a·Bp = 0. Each fragment stays neutral separately.

```lean
omit [Fintype V] [Fintype E] in
/-- The two atoms of a bond lie in the same connected fragment. -/
theorem reachable_bond (N : BondNetwork V E) (e : E) :
    N.graph.Reachable (N.src e) (N.tgt e) := by
  by_cases h : N.src e = N.tgt e
  · simp only [h, SimpleGraph.Reachable.refl]
  · exact SimpleGraph.Adj.reachable
      ((SimpleGraph.fromRel_adj _ _ _).2 ⟨h, Or.inl ⟨e, rfl, rfl⟩⟩)
```

**Q:** That is necessary. Is it sufficient?

**A:** First move a unit charge along a path a = v₀, v₁, …, vₙ = b. The intermediate atoms cancel:

T(a,b) = T(v₀,v₁) + … + T(vₙ₋₁,vₙ)

Each term is a column of B or its negative. The Lean proof is an induction on the path: `first` handles the two orientations and `hsplit` splits off one bond.

```lean
omit [Fintype V] in
/-- If a path of bonds joins two atoms, bond charges can move a unit charge between them. -/
theorem transfer_mem (N : BondNetwork V E) {a b : V} (h : N.graph.Reachable a b) :
    transfer a b ∈ N.accessible := by
  have bond : ∀ e, transfer (N.src e) (N.tgt e) ∈ N.accessible := by
    intro e
    classical
    refine ⟨Pi.single e 1, ?_⟩
    ext v
    change ∑ x, transfer (N.src x) (N.tgt x) v * (Pi.single e (1 : ℝ) : E → ℝ) x = _
    simp [Pi.single_apply]
  obtain ⟨w⟩ := h
  induction w with
  | nil =>
    convert N.accessible.zero_mem using 1
    ext v
    simp [transfer]
  | @cons u v w hadj _ ih =>
    -- the first bond of the path may be traversed along or against its orientation
    have first : transfer u v ∈ N.accessible := by
      rcases ((SimpleGraph.fromRel_adj _ _ _).1 hadj).2 with ⟨e, h1, h2⟩ | ⟨e, h1, h2⟩
      · rw [← h1, ← h2]
        exact bond e
      · have hneg : transfer u v = -transfer v u := by
          ext x
          simp only [transfer, Pi.neg_apply]
          ring
        rw [hneg, ← h1, ← h2]
        exact N.accessible.neg_mem (bond e)
    have hsplit : transfer u w = transfer u v + transfer v w := by
      ext x
      simp only [transfer, Pi.add_apply]
      ring
    rw [hsplit]
    exact N.accessible.add_mem first ih
```

Next, let every fragment of q be neutral, and choose one representative atom r(v) for the fragment of each v. Send q_v from r(v) to v, for all v. Atom i then carries

q_i − Σ_{v: r(v)=i} q_v

If i is no representative, the sum is empty. If it is one, the sum is the total charge of its fragment, which is zero. So q = Σ_v q_v T(r(v),v), which is reachable. In Lean this identity is `key`, and the vanishing sum is `hz`.

```lean
/-- Atomic charges can be produced by bond charges exactly when every connected fragment
is neutral. -/
theorem mem_accessible_iff (N : BondNetwork V E) (q : V → ℝ) :
    q ∈ N.accessible ↔ ∀ a, N.fragment a ⬝ᵥ q = 0 := by
  constructor
  · rintro ⟨p, rfl⟩ a
    change N.fragment a ⬝ᵥ (N.incidence *ᵥ p) = 0
    rw [dotProduct_incidence]
    refine Finset.sum_eq_zero fun e _ => ?_
    have h : N.graph.Reachable a (N.tgt e) ↔ N.graph.Reachable a (N.src e) :=
      ⟨fun h => h.trans (reachable_bond N e).symm, fun h => h.trans (reachable_bond N e)⟩
    have hf : N.fragment a (N.tgt e) = N.fragment a (N.src e) := by
      simp only [BondNetwork.fragment]
      by_cases hr : N.graph.Reachable a (N.src e)
      · rw [if_pos (h.2 hr), if_pos hr]
      · rw [if_neg (mt h.1 hr), if_neg hr]
    rw [hf, sub_self, zero_mul]
  · intro h
    -- choose one representative atom in each fragment
    obtain ⟨rep, hrep, hconst⟩ : ∃ rep : V → V, (∀ v, N.graph.Reachable (rep v) v) ∧
        ∀ v w, N.graph.Reachable v w → rep v = rep w :=
      ⟨fun v => Quot.out (N.graph.connectedComponentMk v),
        fun v => SimpleGraph.ConnectedComponent.exact (Quot.out_eq _),
        fun v w r => congrArg (fun c : N.graph.ConnectedComponent => Quot.out c)
          (SimpleGraph.ConnectedComponent.sound r)⟩
    -- all charge is sent out from the representatives, which end up balanced
    have key : q = ∑ v, q v • transfer (rep v) v := by
      ext i
      have hz : ∑ v, q v * (if i = rep v then (1 : ℝ) else 0) = 0 := by
        by_cases hi : ∃ w, rep w = i
        · obtain ⟨w, rfl⟩ := hi
          refine Eq.trans ?_ (h (rep w))
          simp only [dotProduct]
          refine Finset.sum_congr rfl fun v _ => ?_
          have hv : rep w = rep v ↔ N.graph.Reachable (rep w) v :=
            ⟨fun e => by rw [e]; exact hrep v,
              fun r => hconst w v ((hrep w).symm.trans r)⟩
          simp only [BondNetwork.fragment]
          by_cases hr : N.graph.Reachable (rep w) v
          · rw [if_pos (hv.2 hr), if_pos hr, mul_one, one_mul]
          · rw [if_neg (mt hv.1 hr), if_neg hr, mul_zero, zero_mul]
        · exact Finset.sum_eq_zero fun v _ => by
            rw [if_neg (fun e => hi ⟨v, e.symm⟩), mul_zero]
      simp only [Finset.sum_apply, Pi.smul_apply, smul_eq_mul, transfer, mul_sub,
        Finset.sum_sub_distrib, hz, sub_zero]
      simp
    rw [key]
    exact Submodule.sum_mem _ fun v _ => Submodule.smul_mem _ _ (transfer_mem N (hrep v))
```

**Q:** So where does connectivity enter?

**A:** If the graph is connected there is one fragment, and its neutrality is Σ_v q_v = 0. Conversely, suppose that all zero-sum vectors are reachable. Then T(a,b) is reachable for any a and b, so

0 = F_a·T(a,b) = F_a(b) − 1

and b lies in the fragment of a. The statement assumes at least one atom, because Mathlib does not call an empty graph connected.

```lean
/-- For a non-empty set of atoms, the charges `B p` are exactly the zero-sum vectors
if and only if the bond graph is connected. -/
theorem accessible_iff_connected [Nonempty V] (N : BondNetwork V E) :
    (∀ q : V → ℝ, q ∈ N.accessible ↔ ∑ v, q v = 0) ↔ N.graph.Connected := by
  constructor
  · intro h
    refine (SimpleGraph.connected_iff _).2 ⟨fun a b => ?_, inferInstance⟩
    have hs : ∑ v, transfer a b v = 0 := by
      simpa using sum_mul_transfer (fun _ => (1 : ℝ)) a b
    have h2 : ∑ v, N.fragment a v * transfer a b v = 0 :=
      (mem_accessible_iff N _).1 ((h _).2 hs) a
    rw [sum_mul_transfer] at h2
    by_contra hab
    simp [BondNetwork.fragment, hab] at h2
  · intro hc q
    have hr : ∀ a b, N.graph.Reachable a b := fun a b => hc.preconnected a b
    have hq : ∀ a, N.fragment a ⬝ᵥ q = ∑ v, q v := fun a => by
      simp [BondNetwork.fragment, dotProduct, hr]
    rw [mem_accessible_iff]
    exact ⟨fun h => (hq (Classical.arbitrary V)).symm.trans (h _), fun h a => (hq a).trans h⟩
```

**Q:** Equal sets of charges give equal energies, surely.

**A:** Yes, and for any J. The proof shows two inequalities: each neutral q is some Bp, and each Bp is neutral.

```lean
/-- On a connected bond graph, split-charge equilibration without bond hardness and neutral
electronegativity equalisation have the same energy infimum. -/
theorem splitInf_eq_neutralInf [Nonempty V] (N : BondNetwork V E) (hc : N.graph.Connected)
    (χ : V → ℝ) (J : Matrix V V ℝ) : N.splitInf χ J = neutralInf χ J := by
  have hacc := (accessible_iff_connected N).2 hc
  apply le_antisymm
  · refine le_iInf fun q => ?_
    obtain ⟨p, hp⟩ := (hacc q.1).2 q.2
    change N.incidence *ᵥ p = q.1 at hp
    rw [← hp]
    exact iInf_le (fun p : E → ℝ => ((energy χ J (N.incidence *ᵥ p) : ℝ) : EReal)) p
  · refine le_iInf fun p => ?_
    exact iInf_le (fun q : {q : V → ℝ // ∑ v, q v = 0} => ((energy χ J q.1 : ℝ) : EReal))
      ⟨N.incidence *ᵥ p, (hacc _).1 ⟨p, rfl⟩⟩
```

**Q:** On a disconnected graph, could the infima still agree?

**A:** For particular electronegativities, yes: with χ = 0 and positive semidefinite J both are zero. The claim is that some χ separates them. Take b outside the fragment of a, and set χ = F_a. Split charges give χ·Bp = 0, so their energy is ½ q·Jq ≥ 0. Now transfer an amount t from a to b. With d = T(a,b) and c = d·Jd ≥ 0,

E(td) = −t + ½ c t²

Choosing t = 1/(1 + c) gives ct = 1 − t, hence

E(td) = −(t + t²)/2 < 0

These are `hsplit`, `hE` and `hlt` in the code.

```lean
/-- For a non-empty set of atoms, a disconnected bond graph and positive semidefinite hardness, some
electronegativities make the neutral infimum strictly lower than the split-charge infimum. -/
theorem exists_neutralInf_lt [Nonempty V] (N : BondNetwork V E) (hc : ¬ N.graph.Connected)
    (J : Matrix V V ℝ) (hJ : ∀ q : V → ℝ, 0 ≤ q ⬝ᵥ J *ᵥ q) :
    ∃ χ : V → ℝ, neutralInf χ J < N.splitInf χ J := by
  obtain ⟨a, b, hab⟩ : ∃ a b, ¬ N.graph.Reachable a b := by
    by_contra! h
    exact hc ((SimpleGraph.connected_iff _).2 ⟨h, inferInstance⟩)
  refine ⟨N.fragment a, ?_⟩
  -- split charges keep the fragment neutral, so they gain nothing
  have hsplit : 0 ≤ N.splitInf (N.fragment a) J := by
    refine le_iInf fun p => ?_
    have h0 : N.fragment a ⬝ᵥ (N.incidence *ᵥ p) = 0 :=
      (mem_accessible_iff N _).1 ⟨p, rfl⟩ a
    have h1 := hJ (N.incidence *ᵥ p)
    have h2 : 0 ≤ energy (N.fragment a) J (N.incidence *ᵥ p) := by
      unfold energy
      rw [h0]
      linarith
    exact_mod_cast h2
  -- a small transfer `t` between the fragments lowers the energy
  have hd : N.fragment a ⬝ᵥ transfer a b = -1 := by
    refine (sum_mul_transfer (N.fragment a) a b).trans ?_
    simp [BondNetwork.fragment, hab]
  have hs : ∑ v, transfer a b v = 0 := by
    simpa using sum_mul_transfer (fun _ => (1 : ℝ)) a b
  have hpos : 0 < 1 + transfer a b ⬝ᵥ J *ᵥ transfer a b := by
    linarith [hJ (transfer a b)]
  obtain ⟨t, ht, htc⟩ : ∃ t : ℝ, 0 < t ∧
      t * (1 + transfer a b ⬝ᵥ J *ᵥ transfer a b) = 1 :=
    ⟨_, inv_pos.2 hpos, inv_mul_cancel₀ hpos.ne'⟩
  have hE : energy (N.fragment a) J (t • transfer a b) = -(t + t ^ 2) / 2 := by
    simp only [energy, dotProduct_smul, smul_dotProduct, Matrix.mulVec_smul, smul_eq_mul, hd]
    linear_combination (t / 2) * htc
  have hlt : energy (N.fragment a) J (t • transfer a b) < 0 := by
    rw [hE]
    nlinarith [sq_nonneg t]
  have hn : ∑ v, (t • transfer a b) v = 0 := by
    simp only [Pi.smul_apply, smul_eq_mul, ← Finset.mul_sum, hs, mul_zero]
  have hle : neutralInf (N.fragment a) J ≤
      ((energy (N.fragment a) J (t • transfer a b) : ℝ) : EReal) :=
    iInf_le (fun q : {q : V → ℝ // ∑ v, q v = 0} =>
      ((energy (N.fragment a) J q.1 : ℝ) : EReal)) ⟨t • transfer a b, hn⟩
  have hlt' : ((energy (N.fragment a) J (t • transfer a b) : ℝ) : EReal) < 0 := by
    exact_mod_cast hlt
  exact (hle.trans_lt hlt').trans_le hsplit
```

**Q:** What does the condition on J stand for?

**A:** `hJ` says that the quadratic part of the energy, ½ q·Jq, is never negative, whatever the charges q. It is assumed, not derived from a Coulomb kernel, and strong couplings at short distance can violate it. If J is negative along some reachable q, both infima are −∞ for every χ, and their agreement reveals nothing about the bonds. With the condition, the equivalence follows from the two previous theorems: a connected graph gives equal infima directly, and the converse is by contradiction from the strict inequality.

```lean
/-- For a non-empty set of atoms and positive semidefinite hardness, the split-charge and neutral
infima agree for all electronegativities if and only if the bond graph is connected. -/
theorem infima_agree_iff_connected [Nonempty V] (N : BondNetwork V E)
    (J : Matrix V V ℝ) (hJ : ∀ q : V → ℝ, 0 ≤ q ⬝ᵥ J *ᵥ q) :
    (∀ χ : V → ℝ, N.splitInf χ J = neutralInf χ J) ↔ N.graph.Connected := by
  refine ⟨fun h => ?_, fun hc χ => splitInf_eq_neutralInf N hc χ J⟩
  by_contra hc
  obtain ⟨χ, hχ⟩ := exists_neutralInf_lt N hc J hJ
  exact hχ.ne (h χ).symm

end

end SplitCharge
```

```lean
#print axioms SplitCharge.infima_agree_iff_connected
-- 'SplitCharge.infima_agree_iff_connected' depends on axioms: [propext, Classical.choice, Quot.sound]
```

**Q:** Where would I meet this in an actual calculation?

**A:** Take two water molecules with only their O–H bonds: six atoms and four bond charges. For symmetric J, stationarity in p reads

Bᵀ(χ + JBp) = 0

so the effective electronegativity μ_v = ∂E/∂q_v = χ_v + (Jq)_v, which is minus the chemical potential of the electrons, is equal at both ends of each bond. It is constant within each molecule but may differ between them, and each molecule stays neutral. Neutral electronegativity equalisation imposes one μ on all six atoms and lets charge pass between the molecules. One extra bond between them, with no hardness of its own, removes the difference. For charge models in molecular simulation, the result thus identifies when bond variables alone prevent charge transfer, within a quadratic energy at zero total charge.

**Q:** My split-charge model has a bond hardness.

**A:** The theorems on reachable charges still hold, but those on the infima do not cover that case. A term ½ Σ_e κ_e p_e² with κ_e > 0 leaves the reachable charges unchanged, but it penalises the transfers, so the equality of infima no longer applies as stated. None of the theorems says whether a minimising charge distribution exists or is unique.
